# Real symmetric ring amplitudes have full rank for a rank-one interaction with nonzero couplings and distinct positive excitation energies

Take two excitations with energies d₁, d₂ > 0 and an interaction K_pq = k_p k_q. For a real symmetric matrix T of ring amplitudes, the ring equation will turn out to force

T_pq = −u_p u_q / (d_p + d_q),

where u = k + Tk is the coupling dressed by the amplitudes. The determinant is then

det T = u₁² u₂² (d₁ − d₂)² / (4 d₁ d₂ (d₁ + d₂)²).

The numerator u_p u_q alone has rank one. The energy denominator raises the rank to two as soon as d₁ ≠ d₂ and both u_p are nonzero. For any finite number of excitations, T likewise has full rank when the energies are pairwise distinct and no u_p vanishes.

In Lean 4 with Mathlib:

```lean
import Mathlib

open Matrix

namespace RingAmplitudeRank

noncomputable section

variable {n : Type*} [Fintype n] [DecidableEq n]
```

The type `n` labels the excitations, of which there are finitely many.

```lean
/-- Left side `K + (D + K) T + T (D + K) + T K T` of the ring amplitude equation, with
excitation energies `D = diag d` and rank-one interaction `K = k kᵀ`. -/
def ringResidual (d k : n → ℝ) (T : Matrix n n ℝ) : Matrix n n ℝ :=
  vecMulVec k k + (diagonal d + vecMulVec k k) * T + T * (diagonal d + vecMulVec k k)
    + T * vecMulVec k k * T
```

Here `diagonal d` is D, the matrix of bare excitation energies, and `vecMulVec k k` is K = k kᵀ, an interaction fitted with a single auxiliary function. Setting `ringResidual` to zero gives the direct-RPA amplitude equation

K + (D + K)T + T(D + K) + TKT = 0.

All quantities are real. Exchange is left out, and the same K appears in every interaction term.

```lean
/-- The coupling vector dressed by the ring amplitudes, `u = k + T k`. -/
def dressed (k : n → ℝ) (T : Matrix n n ℝ) (p : n) : ℝ := k p + (T *ᵥ k) p
```

This is u_p = k_p + (Tk)_p; `*ᵥ` multiplies a matrix by a vector.

```lean
/-- For a symmetric solution of the ring equation, each amplitude times the sum of its two
excitation energies is minus a product of dressed couplings. -/
theorem energy_mul_amplitude {d k : n → ℝ} {T : Matrix n n ℝ} (hT : T.IsSymm)
    (hR : ringResidual d k T = 0) (p q : n) :
    (d p + d q) * T p q = -(dressed k T p * dressed k T q) := by
  have hs : ∀ i j, T i j = T j i := fun i j => congrFun (congrFun hT.eq j) i
  -- each product with the rank-one interaction factorises
  have hL : ∀ i j, (vecMulVec k k * T) i j = k i * (T *ᵥ k) j := by
    intro i j
    simp only [Matrix.mul_apply, vecMulVec_apply, mulVec, dotProduct, Finset.mul_sum]
    refine Finset.sum_congr rfl fun r _ => ?_
    rw [hs r j]
    ring
  have hM : ∀ i j, (T * vecMulVec k k) i j = (T *ᵥ k) i * k j := by
    intro i j
    simp only [Matrix.mul_apply, vecMulVec_apply, mulVec, dotProduct, Finset.sum_mul]
    refine Finset.sum_congr rfl fun r _ => ?_
    ring
  have hQ : ∀ i j, (T * vecMulVec k k * T) i j = (T *ᵥ k) i * (T *ᵥ k) j := by
    intro i j
    rw [Matrix.mul_apply, show (T *ᵥ k) j = ∑ r, T j r * k r from rfl, Finset.mul_sum]
    refine Finset.sum_congr rfl fun r _ => ?_
    rw [hM, hs r j]
    ring
  have h := congrFun (congrFun hR p) q
  simp only [ringResidual, Matrix.add_mul, Matrix.mul_add, Matrix.add_apply, hL, hM, hQ,
    diagonal_mul, mul_diagonal, vecMulVec_apply, Matrix.zero_apply] at h
  simp only [dressed]
  linear_combination h
```

The hypothesis `hT` says that T is symmetric, and `hR` that it solves the ring equation. By symmetry,

(KT)_pq = k_p (Tk)_q
(TK)_pq = (Tk)_p k_q
(TKT)_pq = (Tk)_p (Tk)_q.

Together with K_pq = k_p k_q these add up to u_p u_q, which leaves

(d_p + d_q) T_pq = −u_p u_q.

In the code, `hL`, `hM` and `hQ` are the three products, and `linear_combination` collects the terms.

```lean
/-- With positive excitation energies, the ring amplitudes never screen a nonzero coupling
completely: `k p ≠ 0` implies `u p ≠ 0` for a symmetric solution. -/
theorem dressed_ne_zero {d k : n → ℝ} {T : Matrix n n ℝ} (hd : ∀ p, 0 < d p)
    (hT : T.IsSymm) (hR : ringResidual d k T = 0) {p : n} (hk : k p ≠ 0) :
    dressed k T p ≠ 0 := by
  intro hu
  -- a vanishing dressed coupling would make the whole row of amplitudes vanish
  have hrow : ∀ q, T p q = 0 := by
    intro q
    have h := energy_mul_amplitude hT hR p q
    rw [hu, zero_mul, neg_zero] at h
    exact (mul_eq_zero.mp h).resolve_left (add_pos (hd p) (hd q)).ne'
  have hTk : (T *ᵥ k) p = 0 := by
    simp [mulVec, dotProduct, hrow]
  apply hk
  simpa only [dressed, hTk, add_zero] using hu
```

Suppose u_p = 0. Since d_p + d_q > 0, the previous equation gives T_pq = 0 for every q. Then (Tk)_p = 0, so k_p = u_p = 0. A nonzero coupling is therefore never screened away completely.

```lean
omit [Fintype n] in
/-- For distinct positive energies, the quadratic form with kernel `1 / (d p + d q)` is
nonnegative on any finite set of excitations and vanishes only for the zero vector there. -/
theorem energy_kernel_posDef {d : n → ℝ} (hd : ∀ p, 0 < d p) (hinj : Function.Injective d)
    (s : Finset n) : ∀ y : n → ℝ,
      0 ≤ ∑ p ∈ s, ∑ q ∈ s, y p * y q / (d p + d q) ∧
      (∑ p ∈ s, ∑ q ∈ s, y p * y q / (d p + d q) = 0 → ∀ p ∈ s, y p = 0) := by
  induction s using Finset.induction_on with
  | empty => intro y; simp
  | insert a s ha ih =>
    intro y
    obtain ⟨z, hz⟩ : ∃ z : n → ℝ, ∀ p, z p = y p * (d p - d a) / (d p + d a) :=
      ⟨_, fun _ => rfl⟩
    have hza : z a = 0 := by rw [hz, sub_self, mul_zero, zero_div]
    have hext : ∑ p ∈ s, ∑ q ∈ s, z p * z q / (d p + d q)
        = ∑ p ∈ insert a s, ∑ q ∈ insert a s, z p * z q / (d p + d q) := by
      simp [Finset.sum_insert ha, hza]
    -- split off excitation `a` as a complete square
    have key : ∑ p ∈ insert a s, ∑ q ∈ insert a s, y p * y q / (d p + d q)
        = 2 * d a * (∑ p ∈ insert a s, y p / (d p + d a)) ^ 2
          + ∑ p ∈ s, ∑ q ∈ s, z p * z q / (d p + d q) := by
      rw [hext, pow_two, Finset.sum_mul_sum, Finset.mul_sum, ← Finset.sum_add_distrib]
      refine Finset.sum_congr rfl fun p _ => ?_
      rw [Finset.mul_sum, ← Finset.sum_add_distrib]
      refine Finset.sum_congr rfl fun q _ => ?_
      rw [hz p, hz q]
      have h1 : d p + d q ≠ 0 := (add_pos (hd p) (hd q)).ne'
      have h2 : d p + d a ≠ 0 := (add_pos (hd p) (hd a)).ne'
      have h3 : d q + d a ≠ 0 := (add_pos (hd q) (hd a)).ne'
      field_simp
      ring
    obtain ⟨h0, h1⟩ := ih z
    have h2a : 0 < 2 * d a := mul_pos two_pos (hd a)
    have hsq := mul_nonneg h2a.le (sq_nonneg (∑ p ∈ insert a s, y p / (d p + d a)))
    rw [key]
    refine ⟨add_nonneg hsq h0, fun h => ?_⟩
    have hz0 := h1 (by linarith)
    have hys : ∀ p ∈ s, y p = 0 := by
      intro p hp
      have h3 := hz0 p hp
      rw [hz p, div_eq_zero_iff, mul_eq_zero] at h3
      rcases h3 with (h3 | h3) | h3
      · exact h3
      · exact absurd (hinj (sub_eq_zero.mp h3) ▸ hp) ha
      · exact absurd h3 (add_pos (hd p) (hd a)).ne'
    -- the square now contains only the component along `a`
    have hS : (∑ p ∈ insert a s, y p / (d p + d a)) ^ 2 = 0 :=
      (mul_eq_zero.mp (by linarith)).resolve_left h2a.ne'
    have hrest : ∑ p ∈ s, y p / (d p + d a) = 0 :=
      Finset.sum_eq_zero fun p hp => by rw [hys p hp, zero_div]
    rw [Finset.sum_insert ha, hrest, add_zero] at hS
    have hya : y a = 0 :=
      (div_eq_zero_iff.mp (pow_eq_zero_iff two_ne_zero |>.mp hS)).resolve_right
        (add_pos (hd a) (hd a)).ne'
    intro p hp
    rcases Finset.mem_insert.mp hp with h4 | h4
    · rw [h4, hya]
    · exact hys p h4
```

This lemma concerns the energy denominators alone. For a finite set s of excitations with distinct positive energies, the sum of y_p y_q / (d_p + d_q) over p, q in s is nonnegative, and it vanishes only if y = 0 on s.

The proof is by induction on s. The empty set is immediate. To add an excitation a, define

z_p = y_p (d_p − d_a) / (d_p + d_a).

Because 2d_a(d_p + d_q) + (d_p − d_a)(d_q − d_a) = (d_p + d_a)(d_q + d_a), the sum over the enlarged set splits as

Σ y_p y_q / (d_p + d_q) = 2d_a (Σ y_p / (d_p + d_a))² + Σ z_p z_q / (d_p + d_q).

This is `key`, where `field_simp` and `ring` verify the algebra. Since z_a = 0, the last sum runs over s only, and the induction hypothesis applies to it. Both terms are nonnegative. If the total is zero, then z = 0 on s, and distinct energies give y = 0 on s. The square then contains only y_a / (2d_a), so y_a = 0 too.

```lean
/-- For distinct positive excitation energies and a rank-one interaction with no vanishing
coupling, every real symmetric solution of the ring equation is negative definite. -/
theorem ringAmplitudes_negDef {d k : n → ℝ} {T : Matrix n n ℝ} (hd : ∀ p, 0 < d p)
    (hinj : Function.Injective d) (hk : ∀ p, k p ≠ 0) (hT : T.IsSymm)
    (hR : ringResidual d k T = 0) (x : n → ℝ) (hx : x ≠ 0) : x ⬝ᵥ T *ᵥ x < 0 := by
  obtain ⟨y, hy⟩ : ∃ y : n → ℝ, ∀ p, y p = dressed k T p * x p := ⟨_, fun _ => rfl⟩
  have hform : x ⬝ᵥ T *ᵥ x = -∑ p, ∑ q, y p * y q / (d p + d q) := by
    simp only [dotProduct, mulVec, Finset.mul_sum, ← Finset.sum_neg_distrib]
    refine Finset.sum_congr rfl fun p _ => Finset.sum_congr rfl fun q _ => ?_
    have h1 : d p + d q ≠ 0 := (add_pos (hd p) (hd q)).ne'
    rw [hy p, hy q, ← neg_div, eq_div_iff h1]
    linear_combination x p * x q * energy_mul_amplitude hT hR p q
  obtain ⟨h0, h1⟩ := energy_kernel_posDef hd hinj Finset.univ y
  have hne : ∑ p, ∑ q, y p * y q / (d p + d q) ≠ 0 := by
    intro h
    apply hx
    funext p
    have h2 := h1 h p (Finset.mem_univ p)
    rw [hy p] at h2
    exact (mul_eq_zero.mp h2).resolve_left (dressed_ne_zero hd hT hR (hk p))
  rw [hform]
  exact neg_lt_zero.mpr (lt_of_le_of_ne h0 hne.symm)
```

The hypotheses `hd`, `hinj` and `hk` say that the energies are positive, that they are pairwise distinct, and that no coupling vanishes. The conclusion is xᵀTx < 0 for every x ≠ 0. With y_p = u_p x_p,

xᵀTx = −Σ y_p y_q / (d_p + d_q).

Every u_p is nonzero, so y ≠ 0 and the sum is strictly positive.

```lean
/-- For positive energies and no vanishing coupling, a symmetric solution of the ring equation
is nonsingular exactly when the excitation energies are pairwise distinct. -/
theorem det_ne_zero_iff {d k : n → ℝ} {T : Matrix n n ℝ} (hd : ∀ p, 0 < d p)
    (hk : ∀ p, k p ≠ 0) (hT : T.IsSymm) (hR : ringResidual d k T = 0) :
    T.det ≠ 0 ↔ Function.Injective d := by
  constructor
  · intro hdet p q hpq
    by_contra hne
    -- two degenerate excitations combine into a null vector
    apply hdet
    rw [← Matrix.exists_mulVec_eq_zero_iff]
    refine ⟨fun j => (if j = p then dressed k T q else 0)
      - (if j = q then dressed k T p else 0), fun hv => ?_, ?_⟩
    · have h := congrFun hv p
      simp [hne] at h
      exact dressed_ne_zero hd hT hR (hk q) h
    · funext r
      have h : T r p * dressed k T q - T r q * dressed k T p = 0 := by
        have h1 : d r + d p ≠ 0 := (add_pos (hd r) (hd p)).ne'
        have h2 := energy_mul_amplitude hT hR r p
        have h3 := energy_mul_amplitude hT hR r q
        rw [← hpq] at h3
        apply (mul_eq_zero.mp _).resolve_left h1
        linear_combination dressed k T q * h2 - dressed k T p * h3
      simpa [mulVec, dotProduct, mul_sub, Finset.sum_sub_distrib] using h
  · intro hinj hdet
    obtain ⟨v, hv, hTv⟩ := Matrix.exists_mulVec_eq_zero_iff.mpr hdet
    have h := ringAmplitudes_negDef hd hinj hk hT hR v hv
    rw [hTv, dotProduct_zero] at h
    exact lt_irrefl _ h
```

If T is singular, some v ≠ 0 has Tv = 0, hence vᵀTv = 0; for distinct energies this contradicts negative definiteness. Conversely, let d_p = d_q with p ≠ q, and let v have entries v_p = u_q, v_q = −u_p and zeros elsewhere. Then

(Tv)_r = −u_r u_p u_q / (d_r + d_p) + u_r u_q u_p / (d_r + d_q) = 0,

while v_p = u_q ≠ 0. Degenerate excitations thus make T singular.

```lean
/-- For distinct positive energies and no vanishing coupling, an exact factorisation `T = X Y`
of a symmetric ring solution through `r` auxiliary functions needs `r` at least as large as
the number of excitations. -/
theorem card_le_of_factorisation {d k : n → ℝ} {T : Matrix n n ℝ} (hd : ∀ p, 0 < d p)
    (hinj : Function.Injective d) (hk : ∀ p, k p ≠ 0) (hT : T.IsSymm)
    (hR : ringResidual d k T = 0) {r : ℕ} (X : Matrix n (Fin r) ℝ) (Y : Matrix (Fin r) n ℝ)
    (hXY : T = X * Y) : Fintype.card n ≤ r := by
  have hdet := (det_ne_zero_iff hd hk hT hR).mpr hinj
  have hrank : T.rank = Fintype.card n :=
    Matrix.rank_of_isUnit T ((Matrix.isUnit_iff_isUnit_det T).mpr (isUnit_iff_ne_zero.mpr hdet))
  calc Fintype.card n = (X * Y).rank := by rw [← hXY, hrank]
    _ ≤ X.rank := Matrix.rank_mul_le_left X Y
    _ ≤ Fintype.card (Fin r) := Matrix.rank_le_card_width X
    _ = r := Fintype.card_fin r
```

A nonsingular T has rank equal to the number of excitations, while a product XY through r auxiliary functions has rank at most r. For density-fitted RPA this means that, in the model with one fitting function and at least two excitations, the rank-one form of the interaction does not pass exactly to the amplitudes when the energies are distinct and no coupling vanishes. How closely a small r can approximate T is a separate question.

```lean
/-- Two excitations with energies 1 and 2 and couplings 78/19 and 60/19 have an explicit
symmetric solution of the ring equation. -/
theorem ringAmplitudes_witness :
    (!![-1/2, -1/3; -1/3, -1/4] : Matrix (Fin 2) (Fin 2) ℝ).IsSymm ∧
    ringResidual ![1, 2] ![78/19, 60/19] !![-1/2, -1/3; -1/3, -1/4] = 0 := by
  constructor
  · ext i j
    fin_cases i <;> fin_cases j <;> simp
  · -- write the interaction and the energies as explicit matrices, then multiply out
    have hK : ∀ a b : ℝ, vecMulVec ![a, b] ![a, b] = !![a * a, a * b; b * a, b * b] := by
      intro a b
      ext i j
      fin_cases i <;> fin_cases j <;> simp [vecMulVec_apply]
    have hD : diagonal ![(1 : ℝ), 2] = !![1, 0; 0, 2] := by
      ext i j
      fin_cases i <;> fin_cases j <;> simp
    simp only [ringResidual, hK, hD, Matrix.add_mul, Matrix.mul_add, Matrix.mul_fin_two]
    ext i j
    fin_cases i <;> fin_cases j <;> simp <;> norm_num

end

end RingAmplitudeRank
```

This is the opening example with d = (1, 2). The couplings are chosen so that u = (1, 1), which gives T_pq = −1/(d_p + d_q) and det T = 1/72. It confirms that the assumptions of the theorems can be met; for general d and k, the existence of a symmetric solution is assumed.

```lean
#print axioms RingAmplitudeRank.ringAmplitudes_negDef
-- 'RingAmplitudeRank.ringAmplitudes_negDef' depends on axioms: [propext, Classical.choice, Quot.sound]
#print axioms RingAmplitudeRank.card_le_of_factorisation
-- 'RingAmplitudeRank.card_le_of_factorisation' depends on axioms: [propext, Classical.choice, Quot.sound]
```
